# H minus the last energy node lowers the order of muffin-tin orbitals by one, in a finite-matrix model

Let \(\chi_N\) be the set of muffin-tin orbitals of order \(N\), built from solutions at the energies \(e_0,\dots,e_N\). For a finite Hamiltonian matrix \(H\), distinct nodes off its spectrum, and invertible matrices \(G_N\) and \(G_{N+1}\), defined below,

\[ (H-e_{N+1})\,\chi_{N+1}=\chi_N L_N,\qquad L_N=G_NG_{N+1}^{-1}. \]

In multiple-scattering theory, a wave that solves the Schrödinger equation piecewise at an arbitrary energy generally has kinks at the spheres where the pieces join. There \(H-E\) leaves surface sources. Combining several energies gives smoother orbitals, and the identity says how \(H\) acts on them.

Here the sources are the columns of a rectangular matrix \(B\), postulated to be independent of energy. Passing to a differential operator with surface sources is the step that the hypotheses do not supply; a finite matrix has no notion of smoothness.

```lean
import Mathlib

open Matrix

namespace NMTOHamiltonianAction

noncomputable section
```

## Driven waves and their divided differences

For a function \(f\) of energy, Newton's table is

\[ D_{0,k}=f(e_k),\qquad D_{p+1,k}=\frac{D_{p,k+1}-D_{p,k}}{e_{k+p+1}-e_k}. \]

The entry \(D_{p,k}\) uses the nodes \(e_k,\dots,e_{k+p}\).

```lean
/-- Newton's table of divided differences: the entry `p, k` is the divided difference of `f` over
the nodes `e k, ..., e (k + p)`, which have to be distinct. -/
def dividedDiff {M : Type*} [AddCommGroup M] [Module ℂ M] (f : ℂ → M) (e : ℕ → ℂ) : ℕ → ℕ → M
  | 0, k => f (e k)
  | p + 1, k => (e (k + p + 1) - e k)⁻¹ • (dividedDiff f e p (k + 1) - dividedDiff f e p k)
```

The function of interest is the wave driven by the sources, \(f(E)=(E-H)^{-1}B\). The types `n` and `m` label basis states and sources.

```lean
variable {n m : Type*} [Fintype n] [DecidableEq n]

/-- The waves `(E - H)⁻¹ B` driven by the sources `B` at an energy `E` off the spectrum of `H`. -/
def solution (H : Matrix n n ℂ) (B : Matrix n m ℂ) (E : ℂ) : Matrix n m ℂ :=
  (E • (1 : Matrix n n ℂ) - H)⁻¹ * B
```

The nodes may be complex. `Admissible H e N` constrains only \(e_0,\dots,e_N\): each \(e_i-H\) is invertible and no two nodes coincide, which excludes energy derivatives at a repeated node.

```lean
/-- The nodes `e 0, ..., e N` are distinct and lie off the spectrum of `H`. -/
def Admissible (H : Matrix n n ℂ) (e : ℕ → ℂ) (N : ℕ) : Prop :=
  (∀ i ≤ N, IsUnit (e i • (1 : Matrix n n ℂ) - H)) ∧
    ∀ i ≤ N, ∀ j ≤ N, e i = e j → i = j
```

Write \(F_N=D_{N,0}\) for the divided difference of the waves.

```lean
/-- `F_N`, the divided difference of `(E - H)⁻¹ B` over `e 0, ..., e N`, for admissible nodes. -/
def waveDD (H : Matrix n n ℂ) (B : Matrix n m ℂ) (e : ℕ → ℂ) (N : ℕ) : Matrix n m ℂ :=
  dividedDiff (solution H B) e N 0
```

Likewise \(G_N\) is the divided difference of \(G(E)=B^\dagger(E-H)^{-1}B\), the waves projected on the sources. Lean writes \(B^\dagger\) as `Bᴴ`.

```lean
/-- `G_N`, the divided difference of `Bᴴ (E - H)⁻¹ B` over `e 0, ..., e N`, for admissible
nodes. -/
def greenDD (H : Matrix n n ℂ) (B : Matrix n m ℂ) (e : ℕ → ℂ) (N : ℕ) : Matrix m m ℂ :=
  dividedDiff (fun E => Bᴴ * solution H B E) e N 0
```

## Cancelling the sources

Since \((E-H)f(E)=B\), writing \(H-E'=(E-E')-(E-H)\) gives

\[ (H-E')f(E)=(E-E')f(E)-B. \]

```lean
/-- At an energy `E` off the spectrum, `H - E'` multiplies the driven waves by `E - E'` and
subtracts the sources. -/
theorem sub_mul_solution {H : Matrix n n ℂ} {B : Matrix n m ℂ} {E E' : ℂ}
    (h : IsUnit (E • (1 : Matrix n n ℂ) - H)) :
    (H - E' • (1 : Matrix n n ℂ)) * solution H B E = (E - E') • solution H B E - B := by
  have h1 := Matrix.mul_nonsing_inv _ ((Matrix.isUnit_iff_isUnit_det _).mp h)
  have h2 : H - E' • (1 : Matrix n n ℂ)
      = (E - E') • (1 : Matrix n n ℂ) - (E • (1 : Matrix n n ℂ) - H) := by module
  have h3 : (E • (1 : Matrix n n ℂ) - H) * solution H B E = B := by
    rw [solution, ← Matrix.mul_assoc, h1, Matrix.one_mul]
  rw [h2, Matrix.sub_mul, h3, Matrix.smul_mul, Matrix.one_mul]
```

The claim for the whole table is \((H-e_{k+p+1})D_{p+1,k}=D_{p,k}\), by induction on \(p\). For \(p=0\) the two copies of \(B\) cancel:

\[ (H-e_{k+1})\,[f(e_{k+1})-f(e_k)]=(e_{k+1}-e_k)f(e_k). \]

For the next order put \(q=k+p+1\) and \(l=q+1\). The induction hypothesis gives \((H-e_l)D_{p+1,k+1}=D_{p,k+1}\) and, after shifting the energy from \(e_l\) to \(e_q\),

\[ (H-e_l)D_{p+1,k}=D_{p,k}+(e_q-e_l)D_{p+1,k}. \]

Subtract, and use \(D_{p,k+1}-D_{p,k}=(e_q-e_k)D_{p+1,k}\). The result is \((e_l-e_k)D_{p+1,k}\), and division by \(e_l-e_k\) finishes the step. In the code `hY` and `hX` are the two induction hypotheses, `split` is the energy shift, `hd` is the table relation, and `module` collects the coefficients.

```lean
/-- For admissible nodes, `H` minus the last node lowers the order of a divided difference of the
driven waves by one, anywhere in Newton's table. -/
theorem sub_mul_dividedDiff {H : Matrix n n ℂ} {B : Matrix n m ℂ} {e : ℕ → ℂ} {N : ℕ}
    (h : Admissible H e N) (p : ℕ) : ∀ k, k + p + 1 ≤ N →
    (H - e (k + p + 1) • (1 : Matrix n n ℂ)) * dividedDiff (solution H B) e (p + 1) k
      = dividedDiff (solution H B) e p k := by
  have hne : ∀ i j, i ≤ N → j < i → e i - e j ≠ 0 := fun i j hi hj =>
    sub_ne_zero.mpr fun q => by
      have := h.2 i hi j (by omega) q
      omega
  induction p with
  | zero =>
    intro k hk
    change (H - e (k + 1) • (1 : Matrix n n ℂ)) * ((e (k + 1) - e k)⁻¹ •
      (solution H B (e (k + 1)) - solution H B (e k))) = solution H B (e k)
    -- the two source terms cancel
    rw [Matrix.mul_smul, Matrix.mul_sub, sub_mul_solution (h.1 (k + 1) (by omega)),
      sub_mul_solution (h.1 k (by omega)),
      inv_smul_eq_iff₀ (hne (k + 1) k (by omega) (by omega))]
    module
  | succ p ih =>
    intro k hk
    have hX := ih k (by omega)
    have hY := ih (k + 1) (by omega)
    have idx : k + 1 + p + 1 = k + (p + 1) + 1 := by omega
    rw [idx] at hY
    have hd : (e (k + p + 1) - e k) • dividedDiff (solution H B) e (p + 1) k
        = dividedDiff (solution H B) e p (k + 1) - dividedDiff (solution H B) e p k := by
      rw [dividedDiff, smul_inv_smul₀ (hne (k + p + 1) k (by omega) (by omega))]
    -- move the energy shift from one node to another
    have split : (H - e (k + (p + 1) + 1) • (1 : Matrix n n ℂ))
          * dividedDiff (solution H B) e (p + 1) k
        = (H - e (k + p + 1) • (1 : Matrix n n ℂ)) * dividedDiff (solution H B) e (p + 1) k
          + (e (k + p + 1) - e (k + (p + 1) + 1)) • dividedDiff (solution H B) e (p + 1) k := by
      rw [Matrix.sub_mul, Matrix.sub_mul, Matrix.smul_mul, Matrix.smul_mul, Matrix.one_mul]
      module
    change (H - e (k + (p + 1) + 1) • (1 : Matrix n n ℂ)) * ((e (k + (p + 1) + 1) - e k)⁻¹ •
      (dividedDiff (solution H B) e (p + 1) (k + 1) - dividedDiff (solution H B) e (p + 1) k))
        = dividedDiff (solution H B) e (p + 1) k
    rw [Matrix.mul_smul, Matrix.mul_sub,
      inv_smul_eq_iff₀ (hne (k + (p + 1) + 1) k (by omega) (by omega)), hY, split, hX]
    linear_combination (norm := module) (-1 : ℂ) • hd
```

The first column of the table gives \((H-e_{N+1})F_{N+1}=F_N\).

```lean
/-- For admissible nodes, `(H - e_(N+1)) F_(N+1) = F_N`. -/
theorem sub_mul_waveDD {H : Matrix n n ℂ} {B : Matrix n m ℂ} {e : ℕ → ℂ} {N : ℕ}
    (h : Admissible H e (N + 1)) :
    (H - e (N + 1) • (1 : Matrix n n ℂ)) * waveDD H B e (N + 1) = waveDD H B e N := by
  have s := sub_mul_dividedDiff (B := B) h N 0 (by omega)
  rw [Nat.zero_add] at s
  exact s
```

## Projection on the sources

Divided differences are linear, so the constant factor \(B^\dagger\) comes out: \(G_N=B^\dagger F_N\).

```lean
/-- Projecting the divided difference of the waves on the sources gives `G_N = Bᴴ F_N`. -/
theorem greenDD_eq (H : Matrix n n ℂ) (B : Matrix n m ℂ) (e : ℕ → ℂ) (N : ℕ) :
    greenDD H B e N = Bᴴ * waveDD H B e N := by
  have key : ∀ p k, dividedDiff (fun E => Bᴴ * solution H B E) e p k
      = Bᴴ * dividedDiff (solution H B) e p k := by
    intro p
    induction p with
    | zero => intro k; rfl
    | succ p ih =>
      intro k
      rw [dividedDiff, dividedDiff, ih, ih, ← Matrix.mul_sub, Matrix.mul_smul]
  exact key N 0
```

If \(H\) is Hermitian and the nodes are real, each \(G(e_k)\) is Hermitian, and real differences and denominators preserve this. Only this theorem uses Hermiticity.

```lean
/-- For a Hermitian Hamiltonian and real nodes the matrix `G_N` is Hermitian. -/
theorem greenDD_isHermitian {H : Matrix n n ℂ} (hH : H.IsHermitian) (B : Matrix n m ℂ)
    {e : ℕ → ℂ} (he : ∀ i, star (e i) = e i) (N : ℕ) : (greenDD H B e N).IsHermitian := by
  have key : ∀ p k, (dividedDiff (fun E => Bᴴ * solution H B E) e p k)ᴴ
      = dividedDiff (fun E => Bᴴ * solution H B E) e p k := by
    intro p
    induction p with
    | zero =>
      intro k
      change (Bᴴ * ((e k • (1 : Matrix n n ℂ) - H)⁻¹ * B))ᴴ
        = Bᴴ * ((e k • (1 : Matrix n n ℂ) - H)⁻¹ * B)
      rw [conjTranspose_mul, conjTranspose_mul, conjTranspose_conjTranspose,
        conjTranspose_nonsing_inv, conjTranspose_sub, conjTranspose_smul, conjTranspose_one,
        he, hH.eq, Matrix.mul_assoc]
    | succ p ih =>
      intro k
      rw [dividedDiff, conjTranspose_smul, conjTranspose_sub, ih, ih, star_inv₀, star_sub,
        he, he]
  exact key N 0
```

The orbitals are \(\chi_N=F_NG_N^{-1}\).

```lean
variable [Fintype m] [DecidableEq m]

/-- The set of muffin-tin orbitals of order `N`, `χ_N = F_N G_N⁻¹`, for admissible nodes and
invertible `G_N`. -/
def nmto (H : Matrix n n ℂ) (B : Matrix n m ℂ) (e : ℕ → ℂ) (N : ℕ) : Matrix n m ℂ :=
  waveDD H B e N * (greenDD H B e N)⁻¹
```

The matrix \(L_N\) carries the lower of the two orders as its index.

```lean
/-- The transfer matrix `L_N = G_N G_(N+1)⁻¹` between successive orders, for admissible nodes and
invertible `G_(N+1)`. -/
def transfer (H : Matrix n n ℂ) (B : Matrix n m ℂ) (e : ℕ → ℂ) (N : ℕ) : Matrix m m ℂ :=
  greenDD H B e N * (greenDD H B e (N + 1))⁻¹
```

From \(G_N=B^\dagger F_N\) follows the normalisation \(B^\dagger\chi_N=1\).

```lean
/-- If `G_N` is invertible, the orbitals are normalised on the sources: `Bᴴ χ_N = 1`. -/
theorem source_mul_nmto {H : Matrix n n ℂ} {B : Matrix n m ℂ} {e : ℕ → ℂ} {N : ℕ}
    (hG : IsUnit (greenDD H B e N)) : Bᴴ * nmto H B e N = 1 := by
  rw [nmto, ← Matrix.mul_assoc, ← greenDD_eq,
    Matrix.mul_nonsing_inv _ ((Matrix.isUnit_iff_isUnit_det _).mp hG)]
```

Multiplying the definition by \(G_N\) on the right recovers \(F_N\).

```lean
/-- If `G_N` is invertible, then `χ_N G_N = F_N`. -/
theorem nmto_mul_greenDD {H : Matrix n n ℂ} {B : Matrix n m ℂ} {e : ℕ → ℂ} {N : ℕ}
    (hG : IsUnit (greenDD H B e N)) : nmto H B e N * greenDD H B e N = waveDD H B e N := by
  rw [nmto, Matrix.mul_assoc,
    Matrix.nonsing_inv_mul _ ((Matrix.isUnit_iff_isUnit_det _).mp hG), Matrix.mul_one]
```

## The action of H on the orbitals

Now

\[ (H-e_{N+1})\chi_{N+1}=F_NG_{N+1}^{-1}=\chi_NG_NG_{N+1}^{-1}=\chi_NL_N. \]

The theorem also states \(L_NG_{N+1}=G_N\), which identifies \(L_N\) as a true quotient.

```lean
/-- For admissible nodes and invertible `G_N` and `G_(N+1)`, `H - e_(N+1)` takes the orbitals of
order `N + 1` to linear combinations of those of order `N`: `(H - e_(N+1)) χ_(N+1) = χ_N L_N`, where
`L_N G_(N+1) = G_N`. -/
theorem hamiltonian_action {H : Matrix n n ℂ} {B : Matrix n m ℂ} {e : ℕ → ℂ} {N : ℕ}
    (h : Admissible H e (N + 1)) (hG : IsUnit (greenDD H B e N))
    (hG' : IsUnit (greenDD H B e (N + 1))) :
    (H - e (N + 1) • (1 : Matrix n n ℂ)) * nmto H B e (N + 1)
        = nmto H B e N * transfer H B e N ∧
      transfer H B e N * greenDD H B e (N + 1) = greenDD H B e N := by
  constructor
  · -- both sides equal `F_N G_(N+1)⁻¹`
    rw [transfer, ← Matrix.mul_assoc, nmto_mul_greenDD hG, nmto, ← Matrix.mul_assoc,
      sub_mul_waveDD h]
  · rw [transfer, Matrix.mul_assoc,
      Matrix.nonsing_inv_mul _ ((Matrix.isUnit_iff_isUnit_det _).mp hG'), Matrix.mul_one]
```

Some condition on \(G_N\) is needed: \(F_N\) must at least vanish on the kernel of \(G_N\). Take \(H=\mathrm{diag}(1,-1)\), \(B=(1,1)^T\), \(e_0=0\), \(e_1=2\). Then \(G_0=0\), \(F_0=(-1,1)^T\) and \(G_1=2/3\). The left side is \((-3/2,3/2)^T\), while \(L_0=0\) makes the right side zero for any \(\chi_0\).

In a band calculation with muffin-tin orbitals of order \(N+1\) and a fixed muffin-tin potential, \(G(E)\) at each node is, up to conventions of sign and scale, the inverse of the kink matrix, which holds the kinks of the waves normalised on the spheres. The divided differences of \(G\) give \(L_N\), and the Hamiltonian matrix follows from overlaps:

\[ \chi_{N+1}^\dagger H\chi_{N+1}=e_{N+1}\,\chi_{N+1}^\dagger\chi_{N+1}+\chi_{N+1}^\dagger\chi_N L_N. \]

## Down to the bare sources

Let the factors \(H-e_i\) act in turn, starting with \(e_N\).

```lean
/-- The product `(H - e_0) (H - e_1) ... (H - e_N)`. -/
def nodeProduct (H : Matrix n n ℂ) (e : ℕ → ℂ) : ℕ → Matrix n n ℂ
  | 0 => H - e 0 • (1 : Matrix n n ℂ)
  | N + 1 => nodeProduct H e N * (H - e (N + 1) • (1 : Matrix n n ℂ))
```

Each factor lowers the order of \(F_N\) by one until \(F_0=f(e_0)\) remains, and \((H-e_0)f(e_0)=-B\). Hence

\[ (H-e_0)\cdots(H-e_N)\,\chi_NG_N=-B. \]

The sources appear after \(N+1\) applications, one more for each order; this is the matrix counterpart of the greater smoothness of higher-order orbitals.

```lean
/-- For admissible nodes and invertible `G_N`, applying all `N + 1` factors `H - e_i` to the
orbitals of order `N` leaves only the sources: `(H - e_0) ... (H - e_N) χ_N G_N = -B`. -/
theorem nodeProduct_mul_nmto {H : Matrix n n ℂ} {B : Matrix n m ℂ} {e : ℕ → ℂ} {N : ℕ}
    (h : Admissible H e N) (hG : IsUnit (greenDD H B e N)) :
    nodeProduct H e N * nmto H B e N * greenDD H B e N = -B := by
  have key : ∀ M, Admissible H e M → nodeProduct H e M * waveDD H B e M = -B := by
    intro M
    induction M with
    | zero =>
      intro h0
      change (H - e 0 • (1 : Matrix n n ℂ)) * solution H B (e 0) = -B
      rw [sub_mul_solution (h0.1 0 le_rfl), sub_self, zero_smul, zero_sub]
    | succ M ih =>
      intro h1
      -- each factor lowers the order by one
      rw [nodeProduct, Matrix.mul_assoc, sub_mul_waveDD h1]
      exact ih ⟨fun i hi => h1.1 i (by omega),
        fun i hi j hj => h1.2 i (by omega) j (by omega)⟩
  rw [Matrix.mul_assoc, nmto_mul_greenDD hG, key N h]

end

end NMTOHamiltonianAction
```

```lean
#print axioms NMTOHamiltonianAction.sub_mul_dividedDiff
#print axioms NMTOHamiltonianAction.source_mul_nmto
#print axioms NMTOHamiltonianAction.hamiltonian_action
#print axioms NMTOHamiltonianAction.nodeProduct_mul_nmto
```

```
'NMTOHamiltonianAction.sub_mul_dividedDiff' depends on axioms: [propext, Classical.choice, Quot.sound]
'NMTOHamiltonianAction.source_mul_nmto' depends on axioms: [propext, Classical.choice, Quot.sound]
'NMTOHamiltonianAction.hamiltonian_action' depends on axioms: [propext, Classical.choice, Quot.sound]
'NMTOHamiltonianAction.nodeProduct_mul_nmto' depends on axioms: [propext, Classical.choice, Quot.sound]
```
